# Cation flux through a neutral film with blocked anions stays below the migration-enhanced limit

## Anions as part of the model

In a binary electrolyte film where only the cations carry a flux, the cation gradient is tied to the electric field. A model can postulate that relation, or it can include the anions and derive it. Here the anions are included: they have their own concentration and their own flux, and the relation follows from electroneutrality and the vanishing of that flux.

The film occupies $0\le x\le L$, with the electrode at $x=0$ and the bulk solution at $x=L$. Cations have concentration $c(x)$, charge number $z>0$ and diffusivity $D$. Anions have concentration $a(x)$, charge number $-y<0$ and diffusivity $D_a$. The potential $\varphi$ is dimensionless, measured in units of the thermal voltage. Counted towards the electrode, the Nernst–Planck flux of an ion with diffusivity $D_i$, charge number $q$ and concentration $u$ is
$$D_i\,(u' + q\,u\,\varphi').$$

Two physical conditions are imposed. Electroneutrality, $zc=ya$, stands for a film much thicker than the Debye length, with the double layer left out. Zero anion flux stands for a steady state in which the anions do not react at the electrode. The cation flux then has a constant value $N$, since nothing is produced or stored in the film.

## The statement and its Lean form

For every such film with $c>0$ on $[0,L]$,
$$N = D\left(1+\frac zy\right)\frac{c(L)-c(0)}{L} \;<\; N_{\lim} := D\left(1+\frac zy\right)\frac{c(L)}{L}.$$
Pure diffusion to an electrode that consumes every arriving cation would give $Dc(L)/L$. Migration raises this by the factor $1+z/y$, which is 2 for a symmetric salt.

In Lean, `ionFlux` is the flux above and `limitingFlux` is $N_{\lim}$. The structure `BlockedAnionFilm` collects the conditions: `neutral`, `anion` and `cation` are the three equations, `pos` is $c>0$, and `diff_c` and `diff_φ` are differentiability. The differentiability of $a$ is not assumed, because it follows from neutrality. Derivatives are taken within $[0,L]$ by `derivWithin`, so they are one-sided at the two edges, and the equations hold there too.

The main theorem is `flux_eq_and_lt_limit`. Its charge numbers are positive reals, not necessarily integers, and $N$ may have either sign. The anion diffusivity `Da` must be positive but does not enter the result. The model is a dilute solution with constant diffusivities and no convection; it contains no electrode kinetics, so it does not say which $N$ a given electrode draws.

For a simulation of metal deposition without supporting electrolyte, the formula provides an exact test case for a steady one-dimensional Nernst–Planck solver, within this dilute, electroneutral model.

## From the two fluxes to the limit

Neutrality gives $a=(z/y)c$ and hence $a'=(z/y)c'$. The zero anion flux becomes
$$0=D_a(a'-y\,a\,\varphi')=D_a\frac zy\,(c'-y\,c\,\varphi'),\qquad\text{so}\qquad c'=y\,c\,\varphi'.$$
Therefore $c\varphi'=c'/y$, and the cation flux is
$$N=D\left(c'+\frac zy\,c'\right)=D\left(1+\frac zy\right)c'.$$
The gradient is constant and the profile is linear:
$$c(x)=c(0)+\frac{N}{D(1+z/y)}\,x.$$
Setting $x=L$ and solving for $N$ gives the formula. It can be written as
$$N=N_{\lim}-D\left(1+\frac zy\right)\frac{c(0)}{L},$$
and $c(0)>0$ makes the inequality strict.

## Flux against voltage

The relation $c'=yc\varphi'$ also gives
$$\left(c\,e^{-y\varphi}\right)'=(c'-y\,c\,\varphi')\,e^{-y\varphi}=0,$$
so $c(x)=c(0)\,e^{y(\varphi(x)-\varphi(0))}$. At $x=L$ this expresses $c(0)$ through $c(L)$, and the flux formula becomes
$$N=N_{\lim}\left(1-e^{-y(\varphi(L)-\varphi(0))}\right).$$
In this model, at fixed $c(L)$, the flux approaches $N_{\lim}$ as $\varphi(L)-\varphi(0)$ grows. Very close to the limit the model itself breaks down: the local Debye length grows as $c(0)$ falls, and electroneutrality no longer holds near the electrode.

## Every flux below the limit occurs

Let $c_b>0$ be a bulk concentration and let $N<D(1+z/y)c_b/L$. Put $k=N/(D(1+z/y))$, so that $kL<c_b$, and take
$$c(x)=c_b-k(L-x),\qquad a=\frac zy\,c,\qquad \varphi=\frac{\ln c}{y},$$
with $c$ read as a number in fixed units. If $k\ge0$, the smallest value of $c$ is $c_b-kL>0$; if $k\le 0$, then $c\ge c_b$. Since $c\varphi'=k/y$, the anion flux is $D_a(zk/y-zk/y)=0$ and the cation flux is $D(k+zk/y)=N$. For a given bulk concentration, no smaller upper bound would therefore hold.

## Anions that carry a flux, and an empty electrode edge

Without the condition of zero anion flux, the formula for $N$ fails. Take $L=1$, $\varphi=0$, $c=1+x$ and $a=(z/y)c$. The film is neutral and the cation flux is constant, but $N=D$, whereas the formula would give $D(1+z/y)$. Here the anions carry the flux $D_az/y$.

A different model would impose the equations and positivity only for $0<x<L$, and ask only that $c$ be continuous up to the edges. It would admit $c=c_bx/L$ with $\varphi=(\ln c)/y$ in the interior, where the potential diverges at the electrode and $N$ equals $N_{\lim}$. The strict inequality would then become $N\le N_{\lim}$.

## The Lean file

```lean
import Mathlib

open Set

namespace MigrationEnhancedTransport

noncomputable section

/-- Nernst-Planck flux, counted towards the electrode at `x = 0`, of an ion with diffusivity `D`,
charge number `q` and concentration `c` in the dimensionless potential `φ` on the film `[0, L]`. -/
def ionFlux (L D q : ℝ) (c φ : ℝ → ℝ) (x : ℝ) : ℝ :=
  D * (derivWithin c (Icc 0 L) x + q * c x * derivWithin φ (Icc 0 L) x)

/-- Steady electroneutral film with cations `c` of charge `z` carrying the constant flux `N`
and anions `a` of charge `-y` carrying no flux. -/
structure BlockedAnionFilm (L D Da z y N : ℝ) (c a φ : ℝ → ℝ) : Prop where
  diff_c : DifferentiableOn ℝ c (Icc 0 L)
  diff_φ : DifferentiableOn ℝ φ (Icc 0 L)
  pos : ∀ x ∈ Icc 0 L, 0 < c x
  neutral : ∀ x ∈ Icc 0 L, z * c x = y * a x
  anion : ∀ x ∈ Icc 0 L, ionFlux L Da (-y) a φ x = 0
  cation : ∀ x ∈ Icc 0 L, ionFlux L D z c φ x = N

/-- The migration-enhanced limiting flux for the bulk cation concentration `cb`. -/
def limitingFlux (L D z y cb : ℝ) : ℝ := D * (1 + z / y) * cb / L

variable {L D Da z y N : ℝ} {c a φ : ℝ → ℝ}

/-- Electroneutrality and zero anion flux tie the cation gradient to the electric field:
`c' = y c φ'`. -/
theorem gradient_eq_field (hL : 0 < L) (hDa : 0 < Da) (hz : 0 < z) (hy : 0 < y)
    (h : BlockedAnionFilm L D Da z y N c a φ) {x : ℝ} (hx : x ∈ Icc 0 L) :
    derivWithin c (Icc 0 L) x = y * c x * derivWithin φ (Icc 0 L) x := by
  have ha : ∀ t ∈ Icc 0 L, a t = z / y * c t := by
    intro t ht
    have := h.neutral t ht
    field_simp
    linarith
  -- the anion gradient is proportional to the cation gradient
  have hd : derivWithin a (Icc 0 L) x = z / y * derivWithin c (Icc 0 L) x :=
    (((h.diff_c x hx).hasDerivWithinAt.const_mul (z / y)).congr ha (ha x hx)).derivWithin
      (uniqueDiffOn_Icc hL x hx)
  have hf := h.anion x hx
  unfold ionFlux at hf
  rw [hd, ha x hx] at hf
  have hk : Da * (z / y) ≠ 0 := by positivity
  apply mul_left_cancel₀ hk
  linear_combination hf

/-- The cation concentration gradient has the same value `N / (D (1 + z/y))` everywhere
in the film. -/
theorem gradient_const (hL : 0 < L) (hD : 0 < D) (hDa : 0 < Da) (hz : 0 < z) (hy : 0 < y)
    (h : BlockedAnionFilm L D Da z y N c a φ) {x : ℝ} (hx : x ∈ Icc 0 L) :
    derivWithin c (Icc 0 L) x = N / (D * (1 + z / y)) := by
  have h1 := gradient_eq_field hL hDa hz hy h hx
  have h2 := h.cation x hx
  unfold ionFlux at h2
  have h3 : c x * derivWithin φ (Icc 0 L) x = derivWithin c (Icc 0 L) x / y := by
    rw [h1, eq_div_iff hy.ne']
    ring
  have hK : D * (1 + z / y) ≠ 0 := by positivity
  rw [eq_div_iff hK]
  linear_combination h2 - D * z * h3

/-- A function with zero derivative throughout the film keeps its value at the electrode. -/
theorem const_of_zero_gradient (hL : 0 < L) {f : ℝ → ℝ}
    (hf : ∀ t ∈ Icc 0 L, HasDerivWithinAt f 0 (Icc 0 L) t) {x : ℝ} (hx : x ∈ Icc 0 L) :
    f x = f 0 :=
  constant_of_derivWithin_zero (fun t ht => (hf t ht).differentiableWithinAt)
    (fun t ht => (hf t (Ico_subset_Icc_self ht)).derivWithin
      (uniqueDiffOn_Icc hL t (Ico_subset_Icc_self ht))) x hx

/-- The cation concentration varies linearly across the film. -/
theorem linear_profile (hL : 0 < L) (hD : 0 < D) (hDa : 0 < Da) (hz : 0 < z) (hy : 0 < y)
    (h : BlockedAnionFilm L D Da z y N c a φ) {x : ℝ} (hx : x ∈ Icc 0 L) :
    c x = c 0 + N / (D * (1 + z / y)) * x := by
  have hder : ∀ t ∈ Icc 0 L,
      HasDerivWithinAt (fun s => c s - N / (D * (1 + z / y)) * s) 0 (Icc 0 L) t := by
    intro t ht
    have h1 := (h.diff_c t ht).hasDerivWithinAt
    rw [gradient_const hL hD hDa hz hy h ht] at h1
    have h2 := (hasDerivWithinAt_id t (Icc 0 L)).const_mul (N / (D * (1 + z / y)))
    exact (h1.sub h2).congr_deriv (by ring)
  have hc : c x - N / (D * (1 + z / y)) * x = c 0 - N / (D * (1 + z / y)) * 0 :=
    const_of_zero_gradient hL hder hx
  linarith

/-- The cation flux is `D (1 + z/y) (c(L) - c(0)) / L`, and it lies strictly below the
migration-enhanced limiting flux. -/
theorem flux_eq_and_lt_limit (hL : 0 < L) (hD : 0 < D) (hDa : 0 < Da) (hz : 0 < z) (hy : 0 < y)
    (h : BlockedAnionFilm L D Da z y N c a φ) :
    N = D * (1 + z / y) * (c L - c 0) / L ∧ N < limitingFlux L D z y (c L) := by
  have hN : N = D * (1 + z / y) * (c L - c 0) / L := by
    have e := linear_profile hL hD hDa hz hy h (right_mem_Icc.2 hL.le)
    have hK : D * (1 + z / y) ≠ 0 := by positivity
    generalize D * (1 + z / y) = K at e hK ⊢
    have e' : c L - c 0 = N / K * L := by linarith
    rw [e']
    field_simp
  refine ⟨hN, ?_⟩
  -- the gap to the limit is the contribution of the cations left at the electrode
  have h0 := h.pos 0 (left_mem_Icc.2 hL.le)
  have hgap : 0 < D * (1 + z / y) * c 0 / L := by positivity
  have e2 : D * (1 + z / y) * (c L - c 0) / L
      = D * (1 + z / y) * c L / L - D * (1 + z / y) * c 0 / L := by ring
  unfold limitingFlux
  linarith

/-- The cation concentration follows the potential exponentially:
`c(x) = c(0) exp(y (φ(x) - φ(0)))`. -/
theorem boltzmann_profile (hL : 0 < L) (hDa : 0 < Da) (hz : 0 < z) (hy : 0 < y)
    (h : BlockedAnionFilm L D Da z y N c a φ) {x : ℝ} (hx : x ∈ Icc 0 L) :
    c x = c 0 * Real.exp (y * (φ x - φ 0)) := by
  have hder : ∀ t ∈ Icc 0 L,
      HasDerivWithinAt (fun s => c s * Real.exp (-(y * φ s))) 0 (Icc 0 L) t := by
    intro t ht
    have h1 := (h.diff_c t ht).hasDerivWithinAt
    rw [gradient_eq_field hL hDa hz hy h ht] at h1
    have h2 : HasDerivWithinAt (fun s => -(y * φ s))
        (-(y * derivWithin φ (Icc 0 L) t)) (Icc 0 L) t :=
      ((h.diff_φ t ht).hasDerivWithinAt.const_mul y).neg
    exact (h1.mul h2.exp).congr_deriv (by ring)
  have hc : c x * Real.exp (-(y * φ x)) = c 0 * Real.exp (-(y * φ 0)) :=
    const_of_zero_gradient hL hder hx
  calc c x = c x * Real.exp (-(y * φ x)) * Real.exp (y * φ x) := by
        rw [mul_assoc, ← Real.exp_add]; simp
    _ = c 0 * Real.exp (y * (φ x - φ 0)) := by
        rw [hc, mul_assoc, ← Real.exp_add]; congr 2; ring

/-- Flux-voltage curve of the film: `N = N_lim (1 - exp(-y (φ(L) - φ(0))))`. -/
theorem flux_voltage (hL : 0 < L) (hD : 0 < D) (hDa : 0 < Da) (hz : 0 < z) (hy : 0 < y)
    (h : BlockedAnionFilm L D Da z y N c a φ) :
    N = limitingFlux L D z y (c L) * (1 - Real.exp (-(y * (φ L - φ 0)))) := by
  have hN := (flux_eq_and_lt_limit hL hD hDa hz hy h).1
  have h0 : c 0 = c L * Real.exp (-(y * (φ L - φ 0))) := by
    rw [boltzmann_profile hL hDa hz hy h (right_mem_Icc.2 hL.le), mul_assoc, ← Real.exp_add]
    simp
  unfold limitingFlux
  linear_combination hN - D * (1 + z / y) / L * h0

/-- Linear concentration profile with slope `k` and value `cb` at the bulk edge `x = L`. -/
def ramp (L cb k x : ℝ) : ℝ := cb - k * (L - x)

/-- Every flux below the limiting flux is carried by an explicit film with bulk concentration
`cb`, a linear concentration profile and a logarithmic potential. -/
theorem blockedAnionFilm_witness (hL : 0 < L) (hD : 0 < D) (hz : 0 < z) (hy : 0 < y)
    {cb : ℝ} (hcb : 0 < cb) (hN : N < limitingFlux L D z y cb) :
    BlockedAnionFilm L D Da z y N (ramp L cb (N / (D * (1 + z / y))))
      (fun x => z / y * ramp L cb (N / (D * (1 + z / y))) x)
      (fun x => Real.log (ramp L cb (N / (D * (1 + z / y))) x) / y) ∧
    ramp L cb (N / (D * (1 + z / y))) L = cb := by
  have hK : 0 < D * (1 + z / y) := by positivity
  have hkK : N / (D * (1 + z / y)) * (D * (1 + z / y)) = N := div_mul_cancel₀ N hK.ne'
  have hkL : N / (D * (1 + z / y)) * L < cb := by
    rw [limitingFlux, lt_div_iff₀ hL] at hN
    rw [div_mul_eq_mul_div, div_lt_iff₀ hK]
    linarith
  generalize N / (D * (1 + z / y)) = k at hkK hkL ⊢
  have hpos : ∀ x ∈ Icc 0 L, 0 < ramp L cb k x := by
    intro x hx
    unfold ramp
    rcases le_total 0 k with hk | hk
    · nlinarith [mul_nonneg hk hx.1]
    · nlinarith [mul_nonneg (neg_nonneg.2 hk) (sub_nonneg.2 hx.2)]
  have hc : ∀ x, HasDerivAt (ramp L cb k) k x := fun x =>
    ((((hasDerivAt_id x).const_sub L).const_mul k).const_sub cb).congr_deriv (by ring)
  have hφ : ∀ x ∈ Icc 0 L,
      HasDerivAt (fun s => Real.log (ramp L cb k s) / y) (k / ramp L cb k x / y) x :=
    fun x hx => ((hc x).log (hpos x hx).ne').div_const y
  have hu := uniqueDiffOn_Icc hL
  -- drift term: concentration times field
  have hdrift : ∀ x ∈ Icc 0 L, ramp L cb k x * (k / ramp L cb k x / y) = k / y := by
    intro x hx
    have := (hpos x hx).ne'
    field_simp
  refine ⟨⟨fun x _ => (hc x).differentiableAt.differentiableWithinAt,
    fun x hx => (hφ x hx).differentiableAt.differentiableWithinAt, hpos, ?_, ?_, ?_⟩, ?_⟩
  · intro x _
    have hzy : y * (z / y) = z := by field_simp
    linear_combination (-(ramp L cb k x)) * hzy
  · intro x hx
    have hzy : y * (z / y) = z := by field_simp
    unfold ionFlux
    rw [((hc x).const_mul (z / y)).hasDerivWithinAt.derivWithin (hu x hx),
      (hφ x hx).hasDerivWithinAt.derivWithin (hu x hx)]
    linear_combination
      (-(Da * (ramp L cb k x * (k / ramp L cb k x / y)))) * hzy - Da * z * hdrift x hx
  · intro x hx
    unfold ionFlux
    rw [(hc x).hasDerivWithinAt.derivWithin (hu x hx),
      (hφ x hx).hasDerivWithinAt.derivWithin (hu x hx)]
    linear_combination hkK + D * z * hdrift x hx
  · simp [ramp]

end

end MigrationEnhancedTransport
```

```lean
#print axioms MigrationEnhancedTransport.flux_eq_and_lt_limit
#print axioms MigrationEnhancedTransport.flux_voltage
```

```
'MigrationEnhancedTransport.flux_eq_and_lt_limit' depends on axioms: [propext, Classical.choice, Quot.sound]
'MigrationEnhancedTransport.flux_voltage' depends on axioms: [propext, Classical.choice, Quot.sound]
```

## How the proof follows the derivation

`gradient_eq_field` proves $c'=yc\varphi'$. It first solves neutrality for $a$, then obtains the derivative of $a$ from that of $c$. This uses the fact that a derivative within $[0,L]$ is unique when $L>0$, which is `uniqueDiffOn_Icc`. The common factor $D_az/y$ is nonzero and is cancelled by `mul_left_cancel₀`.

`gradient_const` inserts the result in the cation flux. Its last line, a `linear_combination`, is the substitution of $c'/y$ for $c\varphi'$.

Both integrations rest on `const_of_zero_gradient`: a function whose derivative vanishes on the film keeps its value at $x=0$. `linear_profile` applies it to $c(x)-\frac{N}{D(1+z/y)}x$, and `boltzmann_profile` applies it to $c\,e^{-y\varphi}$. No integral is needed.

`flux_eq_and_lt_limit` evaluates the linear profile at $L$ and solves for $N$. The term `hgap` is the positive difference $D(1+z/y)c(0)/L$ between the limit and the flux. `flux_voltage` then replaces $c(0)$ by its exponential expression in $c(L)$.

`blockedAnionFilm_witness` checks the explicit film, with `ramp` as the linear concentration. The two signs of $k$ are separated by `rcases` to prove positivity. The step `hdrift` is the identity $c\varphi'=k/y$, from which both flux equations follow by linear algebra. The final conjunct confirms that the concentration at $x=L$ is $c_b$.
